# The spin-3/2 Luttinger Hamiltonian as an explicit 4 × 4 matrix

The theorem `luttinger_eq_bandMatrix` writes the Luttinger Hamiltonian, built from products of spin-3/2 matrices, as an explicit 4 × 4 matrix in the basis of decreasing z projection. For any real parameters g₁, g₂, g₃ and real wave vector (x, y, z), its diagonal entries are P ± Q, with P = g₁(x² + y² + z²) and Q = g₂(x² + y² − 2z²), and its off-diagonal entries are zero or, up to sign and complex conjugation, R = √3(−g₂(x² − y²) + 2i g₃xy) and S = 2√3 g₃(x − iy)z. The model is a single-particle one with only terms quadratic in the wave vector, and energies carry no explicit unit factor. The proof inserts the squares and anticommutators of the spin matrices, already computed in earlier lemmas, then compares the two sides entry by entry with `simp` and `ring`.

An attempt in Lean 4 with a fault in it:

```lean
import Mathlib

open Matrix Complex

set_option maxHeartbeats 400000

namespace LuttingerValenceBands

noncomputable section

local notation "s₃" => ((Real.sqrt 3 : ℝ) : ℂ)

/-- The spin-3/2 matrix of the x component, in the basis of decreasing z projection. -/
def Jx : Matrix (Fin 4) (Fin 4) ℂ :=
  !![0, s₃ / 2, 0, 0; s₃ / 2, 0, 1, 0; 0, 1, 0, s₃ / 2; 0, 0, s₃ / 2, 0]

/-- The spin-3/2 matrix of the y component. -/
def Jy : Matrix (Fin 4) (Fin 4) ℂ :=
  !![0, -I * s₃ / 2, 0, 0; I * s₃ / 2, 0, -I, 0; 0, I, 0, -I * s₃ / 2; 0, 0, I * s₃ / 2, 0]

/-- The spin-3/2 matrix of the z component. -/
def Jz : Matrix (Fin 4) (Fin 4) ℂ :=
  !![3 / 2, 0, 0, 0; 0, 1 / 2, 0, 0; 0, 0, -1 / 2, 0; 0, 0, 0, -3 / 2]

/-- The anticommutator of two matrices. -/
def anti (A B : Matrix (Fin 4) (Fin 4) ℂ) : Matrix (Fin 4) (Fin 4) ℂ := A * B + B * A

/-- The cubic term: the sum of `kᵢ² Jᵢ²` over the three cube axes. -/
def cubicPart (x y z : ℝ) : Matrix (Fin 4) (Fin 4) ℂ :=
  ((x ^ 2 : ℝ) : ℂ) • (Jx * Jx) + ((y ^ 2 : ℝ) : ℂ) • (Jy * Jy) + ((z ^ 2 : ℝ) : ℂ) • (Jz * Jz)

/-- The Luttinger Hamiltonian at wave vector `(x, y, z)` with parameters `g₁, g₂, g₃`. -/
def luttinger (g₁ g₂ g₃ x y z : ℝ) : Matrix (Fin 4) (Fin 4) ℂ :=
  (((g₁ + 5 / 2 * g₂) * (x ^ 2 + y ^ 2 + z ^ 2) : ℝ) : ℂ) • 1
    - ((2 * g₂ : ℝ) : ℂ) • cubicPart x y z
    - ((2 * g₃ : ℝ) : ℂ) • (((x * y : ℝ) : ℂ) • anti Jx Jy + ((y * z : ℝ) : ℂ) • anti Jy Jz
        + ((z * x : ℝ) : ℂ) • anti Jz Jx)

/-- The four-band matrix with diagonal entries `P ± Q` and couplings `R` and `S`. -/
def bandMatrix (P Q : ℝ) (R S : ℂ) : Matrix (Fin 4) (Fin 4) ℂ :=
  !![(P : ℂ) + Q, -S, R, 0; -(starRingEnd ℂ S), (P : ℂ) - Q, 0, R;
     starRingEnd ℂ R, 0, (P : ℂ) - Q, S; 0, starRingEnd ℂ R, starRingEnd ℂ S, (P : ℂ) + Q]

lemma sqrt_three_sq : s₃ ^ 2 = 3 := by
  rw [← Complex.ofReal_pow, Real.sq_sqrt (by norm_num)]
  norm_num

/-- The squares of the three spin-3/2 matrices. -/
lemma spin_squares :
    Jx * Jx = !![3 / 4, 0, s₃ / 2, 0; 0, 7 / 4, 0, s₃ / 2; s₃ / 2, 0, 7 / 4, 0;
      0, s₃ / 2, 0, 3 / 4] ∧
    Jy * Jy = !![3 / 4, 0, -(s₃ / 2), 0; 0, 7 / 4, 0, -(s₃ / 2); -(s₃ / 2), 0, 7 / 4, 0;
      0, -(s₃ / 2), 0, 3 / 4] ∧
    Jz * Jz = !![9 / 4, 0, 0, 0; 0, 1 / 4, 0, 0; 0, 0, 1 / 4, 0; 0, 0, 0, 9 / 4] := by
  have hs := sqrt_three_sq
  have hI := Complex.I_sq
  refine ⟨?_, ?_, ?_⟩ <;> ext i j <;> fin_cases i <;> fin_cases j <;>
    simp [Jx, Jy, Jz, Matrix.mul_apply, Fin.sum_univ_four] <;> grind

/-- The anticommutators of the three spin-3/2 matrices. -/
lemma spin_anticommutators :
    anti Jx Jy = !![0, 0, -(I * s₃), 0; 0, 0, 0, -(I * s₃); I * s₃, 0, 0, 0; 0, I * s₃, 0, 0] ∧
    anti Jy Jz = !![0, -(I * s₃), 0, 0; I * s₃, 0, 0, 0; 0, 0, 0, I * s₃; 0, 0, -(I * s₃), 0] ∧
    anti Jz Jx = !![0, s₃, 0, 0; s₃, 0, 0, 0; 0, 0, 0, -s₃; 0, 0, -s₃, 0] := by
  refine ⟨?_, ?_, ?_⟩ <;> ext i j <;> fin_cases i <;> fin_cases j <;>
    simp [anti, Jx, Jy, Jz] <;> grind

/-- The Luttinger Hamiltonian written out as a four-band matrix. -/
theorem luttinger_eq_bandMatrix (g₁ g₂ g₃ x y z : ℝ) :
    luttinger g₁ g₂ g₃ x y z =
      bandMatrix (g₁ * (x ^ 2 + y ^ 2 + z ^ 2)) (g₂ * (x ^ 2 + y ^ 2 - 2 * z ^ 2))
        (s₃ * (-g₂ * (x ^ 2 - y ^ 2) + 2 * g₃ * x * y * I))
        (2 * s₃ * g₃ * (x - y * I) * z) := by
  obtain ⟨h1, h2, h3⟩ := spin_squares
  obtain ⟨h4, h5, h6⟩ := spin_anticommutators
  rw [luttinger, cubicPart, h1, h2, h3, h4, h5, h6]
  ext i j
  fin_cases i <;> fin_cases j <;> simp [bandMatrix] <;> ring

end

end LuttingerValenceBands
```

The compiler's answer:

```
Try this:
  [apply] ring_nf
  
  The `ring` tactic failed to close the goal. Use `ring_nf` to obtain a normal form.
    
  Note that `ring` works primarily in *commutative* rings. If you have a noncommutative ring, abelian group or module, consider using `noncomm_ring`, `abel` or `module` instead.
Try this:
  [apply] ring_nf
  
  The `ring` tactic failed to close the goal. Use `ring_nf` to obtain a normal form.
    
  Note that `ring` works primarily in *commutative* rings. If you have a noncommutative ring, abelian group or module, consider using `noncomm_ring`, `abel` or `module` instead.
Try this:
  [apply] ring_nf
  
  The `ring` tactic failed to close the goal. Use `ring_nf` to obtain a normal form.
    
  Note that `ring` works primarily in *commutative* rings. If you have a noncommutative ring, abelian group or module, consider using `noncomm_ring`, `abel` or `module` instead.
Try this:
  [apply] ring_nf
  
  The `ring` tactic failed to close the goal. Use `ring_nf` to obtain a normal form.
    
  Note that `ring` works primarily in *commutative* rings. If you have a noncommutative ring, abelian group or module, consider using `noncomm_ring`, `abel` or `module` instead.
Main.lean:73:43: error: unsolved goals
case «1».«0»
g₁ g₂ g₃ x y z : ℝ
h1 : Jx * Jx = !![3 / 4, 0, ↑√3 / 2, 0; 0, 7 / 4, 0, ↑√3 / 2; ↑√3 / 2, 0, 7 / 4, 0; 0, ↑√3 / 2, 0, 3 / 4]
h2 : Jy * Jy = !![3 / 4, 0, -(↑√3 / 2), 0; 0, 7 / 4, 0, -(↑√3 / 2); -(↑√3 / 2), 0, 7 / 4, 0; 0, -(↑√3 / 2), 0, 3 / 4]
h3 : Jz * Jz = !![9 / 4, 0, 0, 0; 0, 1 / 4, 0, 0; 0, 0, 1 / 4, 0; 0, 0, 0, 9 / 4]
h4 : anti Jx Jy = !![0, 0, -(I * ↑√3), 0; 0, 0, 0, -(I * ↑√3); I * ↑√3, 0, 0, 0; 0, I * ↑√3, 0, 0]
h5 : anti Jy Jz = !![0, -(I * ↑√3), 0, 0; I * ↑√3, 0, 0, 0; 0, 0, 0, I * ↑√3; 0, 0, -(I * ↑√3), 0]
h6 : anti Jz Jx = !![0, ↑√3, 0, 0; ↑√3, 0, 0, 0; 0, 0, 0, -↑√3; 0, 0, -↑√3, 0]
⊢ ↑g₃ * ↑y * ↑z * I * ↑√3 * 2 + ↑g₃ * ↑z * ↑√3 * ↑x * 2 =
    ↑g₃ * ↑y * ↑z * I * ↑√3 * (starRingEnd ℂ) 2 + ↑g₃ * ↑z * ↑√3 * ↑x * (starRingEnd ℂ) 2

case «2».«0»
g₁ g₂ g₃ x y z : ℝ
h1 : Jx * Jx = !![3 / 4, 0, ↑√3 / 2, 0; 0, 7 / 4, 0, ↑√3 / 2; ↑√3 / 2, 0, 7 / 4, 0; 0, ↑√3 / 2, 0, 3 / 4]
h2 : Jy * Jy = !![3 / 4, 0, -(↑√3 / 2), 0; 0, 7 / 4, 0, -(↑√3 / 2); -(↑√3 / 2), 0, 7 / 4, 0; 0, -(↑√3 / 2), 0, 3 / 4]
h3 : Jz * Jz = !![9 / 4, 0, 0, 0; 0, 1 / 4, 0, 0; 0, 0, 1 / 4, 0; 0, 0, 0, 9 / 4]
h4 : anti Jx Jy = !![0, 0, -(I * ↑√3), 0; 0, 0, 0, -(I * ↑√3); I * ↑√3, 0, 0, 0; 0, I * ↑√3, 0, 0]
h5 : anti Jy Jz = !![0, -(I * ↑√3), 0, 0; I * ↑√3, 0, 0, 0; 0, 0, 0, I * ↑√3; 0, 0, -(I * ↑√3), 0]
h6 : anti Jz Jx = !![0, ↑√3, 0, 0; ↑√3, 0, 0, 0; 0, 0, 0, -↑√3; 0, 0, -↑√3, 0]
⊢ -(↑g₂ * ↑x ^ 2 * ↑√3) + ↑g₂ * ↑√3 * ↑y ^ 2 - ↑x * ↑√3 * ↑y * ↑g₃ * I * 2 =
    -(↑g₂ * ↑x ^ 2 * ↑√3) + ↑g₂ * ↑√3 * ↑y ^ 2 - ↑x * ↑√3 * ↑y * ↑g₃ * I * (starRingEnd ℂ) 2

case «3».«1»
g₁ g₂ g₃ x y z : ℝ
h1 : Jx * Jx = !![3 / 4, 0, ↑√3 / 2, 0; 0, 7 / 4, 0, ↑√3 / 2; ↑√3 / 2, 0, 7 / 4, 0; 0, ↑√3 / 2, 0, 3 / 4]
h2 : Jy * Jy = !![3 / 4, 0, -(↑√3 / 2), 0; 0, 7 / 4, 0, -(↑√3 / 2); -(↑√3 / 2), 0, 7 / 4, 0; 0, -(↑√3 / 2), 0, 3 / 4]
h3 : Jz * Jz = !![9 / 4, 0, 0, 0; 0, 1 / 4, 0, 0; 0, 0, 1 / 4, 0; 0, 0, 0, 9 / 4]
h4 : anti Jx Jy = !![0, 0, -(I * ↑√3), 0; 0, 0, 0, -(I * ↑√3); I * ↑√3, 0, 0, 0; 0, I * ↑√3, 0, 0]
h5 : anti Jy Jz = !![0, -(I * ↑√3), 0, 0; I * ↑√3, 0, 0, 0; 0, 0, 0, I * ↑√3; 0, 0, -(I * ↑√3), 0]
h6 : anti Jz Jx = !![0, ↑√3, 0, 0; ↑√3, 0, 0, 0; 0, 0, 0, -↑√3; 0, 0, -↑√3, 0]
⊢ -(↑g₂ * ↑x ^ 2 * ↑√3) + ↑g₂ * ↑√3 * ↑y ^ 2 - ↑x * ↑√3 * ↑y * ↑g₃ * I * 2 =
    -(↑g₂ * ↑x ^ 2 * ↑√3) + ↑g₂ * ↑√3 * ↑y ^ 2 - ↑x * ↑√3 * ↑y * ↑g₃ * I * (starRingEnd ℂ) 2

case «3».«2»
g₁ g₂ g₃ x y z : ℝ
h1 : Jx * Jx = !![3 / 4, 0, ↑√3 / 2, 0; 0, 7 / 4, 0, ↑√3 / 2; ↑√3 / 2, 0, 7 / 4, 0; 0, ↑√3 / 2, 0, 3 / 4]
h2 : Jy * Jy = !![3 / 4, 0, -(↑√3 / 2), 0; 0, 7 / 4, 0, -(↑√3 / 2); -(↑√3 / 2), 0, 7 / 4, 0; 0, -(↑√3 / 2), 0, 3 / 4]
h3 : Jz * Jz = !![9 / 4, 0, 0, 0; 0, 1 / 4, 0, 0; 0, 0, 1 / 4, 0; 0, 0, 0, 9 / 4]
h4 : anti Jx Jy = !![0, 0, -(I * ↑√3), 0; 0, 0, 0, -(I * ↑√3); I * ↑√3, 0, 0, 0; 0, I * ↑√3, 0, 0]
h5 : anti Jy Jz = !![0, -(I * ↑√3), 0, 0; I * ↑√3, 0, 0, 0; 0, 0, 0, I * ↑√3; 0, 0, -(I * ↑√3), 0]
h6 : anti Jz Jx = !![0, ↑√3, 0, 0; ↑√3, 0, 0, 0; 0, 0, 0, -↑√3; 0, 0, -↑√3, 0]
⊢ ↑g₃ * ↑y * ↑z * I * ↑√3 * 2 + ↑g₃ * ↑z * ↑√3 * ↑x * 2 =
    ↑g₃ * ↑y * ↑z * I * ↑√3 * (starRingEnd ℂ) 2 + ↑g₃ * ↑z * ↑√3 * ↑x * (starRingEnd ℂ) 2
```

Cause. The four notes that `ring` failed match the four unsolved goals, at positions (1,0), (2,0), (3,1) and (3,2), counted from zero. These are the entries where `bandMatrix` contains the complex conjugate of R or S. In each goal the two sides agree except that the left has `2` where the right has `(starRingEnd ℂ) 2`, the conjugate of 2. The two are equal, but `simp` had left this conjugate unevaluated, and `ring` does not know the rule for conjugation: it treats `(starRingEnd ℂ) 2` as an unknown quantity unrelated to `2`.

The repair first proves the missing fact, `hconj : starRingEnd ℂ 2 = 2`, by comparing real and imaginary parts with `Complex.ext` and `simp`. It then gives `hconj` to the `simp` call that unfolds `bandMatrix`, so that the conjugate is replaced by plain `2`, and `ring` can close the remaining identities.

The mended proof, as a diff:

```diff
@@ -76,5 +76,6 @@
   rw [luttinger, cubicPart, h1, h2, h3, h4, h5, h6]
   ext i j
-  fin_cases i <;> fin_cases j <;> simp [bandMatrix] <;> ring
+  have hconj : starRingEnd ℂ 2 = 2 := by apply Complex.ext <;> simp
+  fin_cases i <;> fin_cases j <;> simp [bandMatrix, hconj] <;> ring
 
 end
```
